# In real orbitals, the one-electron spin-orbit operator changes sign when written in spin-flipped holes

Aluminium has one 3p electron, and its lowest level has J = 1/2. Chlorine is one electron short of a full 3p shell, and there J = 3/2 lies lowest. I was told to treat chlorine as a single hole and to replace the coupling ζ L·S by −ζ L·S. When I exchange creation and annihilation operators I do find a minus sign, but I also find the transposed matrix, and in the real orbitals I use the transpose of L·S is not L·S. Does the reversal survive this, and is it an exact statement about the operator or only a rule for ordering levels?

## Two signs cancel in the matrix, and the one from reordering remains

It survives, and it is exact for the one-body operator that sums ζ L·S over the electrons, each with its own L and S. The transposition is undone by flipping the spin of the hole.

Let a_p annihilate an electron in mode p, and let a*_p be its adjoint. The canonical anticommutation relations are

a_p a_q + a_q a_p = 0
a_p a*_q + a*_q a_p = δ_pq

Take a unitary matrix Y, with conjugate transpose Yᴴ, and define hole operators by

b_p = Σ_q Y_pq a*_q
b*_p = Σ_q conj(Y_pq) a_q

Annihilating a hole creates an electron. The holes obey the same relations, since

b_p b_q + b_q b_p = Σ_rs Y_pr Y_qs (a*_r a*_s + a*_s a*_r) = 0
b_p b*_q + b*_q b_p = Σ_rs Y_pr conj(Y_qs) (a*_r a_s + a_s a*_r) = (Y Yᴴ)_pq = δ_pq

Now insert the holes into a one-body operator with matrix h:

Σ_pq h_pq b*_p b_q = Σ_rs M_rs a_r a*_s, with M = Yᴴ h Y

Reordering with a_r a*_s = δ_rs − a*_s a_r gives

Σ_pq h_pq b*_p b_q = tr M − Σ_rs M_rs a*_s a_r

The last sum contains the transpose of M, which is the matrix that troubled you. Suppose, however, that Y hᵀ Yᴴ = h. Then M = hᵀ, so tr M = tr h and Mᵀ = h, and therefore

Σ_pq h_pq a*_p a_q = tr h − Σ_pq h_pq b*_p b_q

For spin-orbit coupling, h = ζ Σ_k L_k ⊗ S_k with S_k = σ_k/2 and ħ = 1. In real orbitals the Hermitian matrices L_k are purely imaginary, hence antisymmetric: L_kᵀ = −L_k. Let Y be the identity on the orbitals and iσ_y on the spin, so that for each orbital m

b_m↑ = a*_m↓
b_m↓ = −a*_m↑

Checking the three Pauli matrices gives (iσ_y) S_kᵀ (iσ_y)ᴴ = −S_k. The orbital factor and the spin factor each change sign, their product does not, and so Y hᵀ Yᴴ = h. The trace of h is zero because each S_k is traceless. Only the minus sign from reordering is left:

Σ_pq h_pq a*_p a_q = −Σ_pq h_pq b*_p b_q

If instead Y hᵀ Yᴴ = −h, then tr h = −tr h = 0 and M = −hᵀ, and the operator has the same form and sign for electrons and holes. L_k alone and S_k alone are of this kind, which is why a hole carries ordinary angular momenta while their coupling is reversed. The product of the total L and the total S is a different operator, with two-body terms, and it keeps its sign.

As a numerical instance, take a p shell with ζ = 2 in some energy unit. One electron has energy (ζ/2)[j(j+1) − 2 − 3/4], which is +1 for the four states with j = 3/2 and −2 for the two with j = 1/2. Six electrons give 4·1 − 2·2 = 0. Removing one with j = 3/2 leaves −1, and removing one with j = 1/2 leaves +2. The five-electron energies are thus the one-electron energies with the sign reversed, and J = 3/2 lies lowest.

In the Lean file below, the operators live in a complex algebra `A` whose `star` is the adjoint; matrices on a Fock space are one example. The finite type `n` labels the modes. `IsCAR a` states the two anticommutation relations, `hole Y a p` is b_p, and `oneBody h a` is Σ_pq h_pq a*_p a_q. The matrix `h` need not be Hermitian.

The theorem `particle_hole` assumes `Y * Yᴴ = 1` and `Y * hᵀ * Yᴴ = h`. It concludes that the holes satisfy `IsCAR` and that the operator equals `h.trace • (1 : A)`, the trace times the identity, minus its hole version. A real orthogonal Y is the special case Yᴴ = Yᵀ. `particle_hole_odd` is the case with the opposite sign.

In `spinOrbit_reversed`, `n` labels the orbitals only, and the modes are pairs in `n × Fin 2`, with spin index 0 for up and 1 for down. The indices 0, 1, 2 of `L` and `pauli` stand for x, y, z. The name `spinFlip` denotes iσ_y, including its sign, and not σ_x. The real number `ζ` stands for the strength of the coupling, which in an atom comes from the radial average of the potential gradient divided by r. The only condition on the orbital matrices is `hL`, their antisymmetry, which expresses the choice of real orbitals. In orbitals with a definite magnetic quantum number, L_z is diagonal and `hL` fails for a p shell. With the usual phases, L_x and L_z are then real symmetric and L_y is imaginary antisymmetric, so the matrix of L·S equals its own transpose and `particle_hole` applies with Y = 1. If L_k and S_k are to keep their form for the holes as well, Y must act on the orbitals too.

The step from here to chlorine is to replace the atom by an isolated 3p shell with this effective one-body coupling. In ligand-field and other model Hamiltonians, the identity lets the spin-orbit term of a nearly full shell be written for a few holes, while electron repulsion, a two-body term, has to be transformed separately.

```lean
import Mathlib

open Matrix
open scoped Kronecker

namespace HoleSpinOrbit

noncomputable section

/-- The canonical anticommutation relations for annihilation operators `a p`, whose adjoints
`star (a p)` are the creation operators. -/
structure IsCAR {n A : Type*} [DecidableEq n] [Ring A] [StarRing A] (a : n → A) : Prop where
  anti : ∀ p q, a p * a q + a q * a p = 0
  mixed : ∀ p q, a p * star (a q) + star (a q) * a p = if p = q then 1 else 0

variable {n A : Type*} [Fintype n] [DecidableEq n]
  [Ring A] [StarRing A] [Algebra ℂ A] [StarModule ℂ A]

/-- The hole annihilation operator `b_p = ∑ q, Y_pq a*_q`. -/
def hole (Y : Matrix n n ℂ) (a : n → A) (p : n) : A := ∑ q, Y p q • star (a q)

/-- The one-body operator `∑ p q, h_pq a*_p a_q`. -/
def oneBody (h : Matrix n n ℂ) (a : n → A) : A := ∑ p, ∑ q, h p q • (star (a p) * a q)

omit [DecidableEq n] in
/-- The hole creation operator is a combination of particle annihilation operators. -/
theorem star_hole (Y : Matrix n n ℂ) (a : n → A) (p : n) :
    star (hole Y a p) = ∑ q, star (Y p q) • a q := by
  simp only [hole, star_sum, star_smul, star_star]

omit [DecidableEq n] [StarRing A] [StarModule ℂ A] in
private theorem anticomm_sum (u v : n → ℂ) (x y : n → A) :
    (∑ r, u r • x r) * (∑ s, v s • y s) + (∑ s, v s • y s) * (∑ r, u r • x r)
      = ∑ r, ∑ s, (u r * v s) • (x r * y s + y s * x r) := by
  have h2 : (∑ s, v s • y s) * (∑ r, u r • x r)
      = ∑ r, ∑ s, (u r * v s) • (y s * x r) := by
    rw [Finset.sum_mul_sum]
    refine Finset.sum_comm.trans ?_
    refine Finset.sum_congr rfl fun r _ => Finset.sum_congr rfl fun s _ => ?_
    rw [smul_mul_smul_comm, mul_comm (v s)]
  rw [h2, Finset.sum_mul_sum]
  simp only [smul_mul_smul_comm, smul_add, Finset.sum_add_distrib]

/-- For unitary `Y` the hole operators obey the canonical anticommutation relations. -/
theorem isCAR_hole {a : n → A} (ha : IsCAR a) {Y : Matrix n n ℂ} (hY : Y * Yᴴ = 1) :
    IsCAR (hole Y a) := by
  constructor
  · intro p q
    have h0 : ∀ r s, star (a r) * star (a s) + star (a s) * star (a r) = 0 := fun r s => by
      have := congrArg star (ha.anti s r)
      simpa only [star_add, star_mul, star_zero] using this
    unfold hole
    rw [anticomm_sum]
    simp only [h0, smul_zero, Finset.sum_const_zero]
  · intro p q
    have hpq : ∑ r, Y p r * star (Y q r) = if p = q then 1 else 0 := by
      have := congrFun (congrFun hY p) q
      simpa [Matrix.mul_apply, Matrix.one_apply] using this
    have h1 : ∀ r s, star (a r) * a s + a s * star (a r) = if s = r then 1 else 0 :=
      fun r s => by rw [add_comm, ha.mixed]
    rw [star_hole]
    unfold hole
    rw [anticomm_sum]
    -- only equal modes survive, and unitarity sums their weights
    simp only [h1, smul_ite, smul_zero, Finset.sum_ite_eq', Finset.mem_univ, if_true]
    rw [← Finset.sum_smul, hpq]
    split_ifs <;> simp

omit [DecidableEq n] [StarRing A] [Algebra ℂ A] [StarModule ℂ A] in
private theorem sum_swap (F : n → n → n → n → A) :
    ∑ p, ∑ q, ∑ r, ∑ s, F p q r s = ∑ r, ∑ s, ∑ p, ∑ q, F p q r s := by
  calc _ = ∑ p, ∑ r, ∑ s, ∑ q, F p q r s := Finset.sum_congr rfl fun p _ =>
        Finset.sum_comm.trans (Finset.sum_congr rfl fun r _ => Finset.sum_comm)
    _ = _ := Finset.sum_comm.trans (Finset.sum_congr rfl fun r _ => Finset.sum_comm)

omit [StarModule ℂ A] in
/-- Moving creation operators to the left produces a trace and a minus sign. -/
theorem normal_order {a : n → A} (ha : IsCAR a) (M : Matrix n n ℂ) :
    ∑ r, ∑ s, M r s • (a r * star (a s)) = M.trace • (1 : A) - oneBody Mᵀ a := by
  have h1 : oneBody Mᵀ a = ∑ r, ∑ s, M r s • (star (a s) * a r) := by
    simp only [oneBody, Matrix.transpose_apply]
    exact Finset.sum_comm
  rw [eq_sub_iff_add_eq, h1]
  simp only [← Finset.sum_add_distrib, ← smul_add, ha.mixed]
  simp only [smul_ite, smul_zero, Finset.sum_ite_eq, Finset.mem_univ, if_true,
    Matrix.trace, Matrix.diag_apply, Finset.sum_smul]

/-- A one-body operator of the holes, written in particle operators, for any matrices
`h` and `Y`. -/
theorem oneBody_hole {a : n → A} (ha : IsCAR a) (h Y : Matrix n n ℂ) :
    oneBody h (hole Y a) = (Yᴴ * h * Y).trace • (1 : A) - oneBody (Yᴴ * h * Y)ᵀ a := by
  rw [← normal_order ha]
  have entry : ∀ r s, (Yᴴ * h * Y) r s
      = ∑ p, ∑ q, h p q * (star (Y p r) * Y q s) := fun r s => by
    simp only [Matrix.mul_apply, Matrix.conjTranspose_apply, Finset.sum_mul]
    refine Finset.sum_comm.trans ?_
    refine Finset.sum_congr rfl fun p _ => Finset.sum_congr rfl fun q _ => ?_
    ring
  simp only [entry, Finset.sum_smul]
  rw [← sum_swap]
  refine Finset.sum_congr rfl fun p _ => Finset.sum_congr rfl fun q _ => ?_
  rw [star_hole]
  unfold hole
  rw [Finset.sum_mul_sum]
  simp only [smul_mul_smul_comm, Finset.smul_sum, smul_smul]

private theorem pull_back {Y h k : Matrix n n ℂ} (hY : Y * Yᴴ = 1)
    (hk : Y * hᵀ * Yᴴ = k) : Yᴴ * k * Y = hᵀ := by
  have h1 : Yᴴ * Y = 1 := mul_eq_one_comm.mp hY
  calc Yᴴ * k * Y = (Yᴴ * Y) * hᵀ * (Yᴴ * Y) := by
        rw [← hk]; simp only [Matrix.mul_assoc]
    _ = hᵀ := by rw [h1, one_mul, mul_one]

/-- Particle-hole transformation: if `Y` is unitary and `Y hᵀ Yᴴ = h`, the holes obey the
canonical anticommutation relations and the one-body operator of `h` is `tr h` minus the
same operator for holes. -/
theorem particle_hole {a : n → A} (ha : IsCAR a) {Y h : Matrix n n ℂ}
    (hY : Y * Yᴴ = 1) (hh : Y * hᵀ * Yᴴ = h) :
    IsCAR (hole Y a) ∧ oneBody h a = h.trace • (1 : A) - oneBody h (hole Y a) := by
  refine ⟨isCAR_hole ha hY, ?_⟩
  rw [oneBody_hole ha, pull_back hY hh, Matrix.transpose_transpose, Matrix.trace_transpose]
  abel

/-- If `Y` is unitary and `Y hᵀ Yᴴ = -h`, the one-body operator of `h` is the same for
particles and for holes. -/
theorem particle_hole_odd {a : n → A} (ha : IsCAR a) {Y h : Matrix n n ℂ}
    (hY : Y * Yᴴ = 1) (hh : Y * hᵀ * Yᴴ = -h) :
    oneBody h a = oneBody h (hole Y a) := by
  have hM : Yᴴ * h * Y = -hᵀ := by
    rw [← pull_back hY hh, Matrix.mul_neg, Matrix.neg_mul, neg_neg]
  -- the trace equals its own negative
  have ht : h.trace = 0 := by
    have h1 := congrArg Matrix.trace hh
    rw [Matrix.trace_mul_comm, ← Matrix.mul_assoc, mul_eq_one_comm.mp hY, one_mul,
      Matrix.trace_transpose, Matrix.trace_neg] at h1
    linear_combination h1 / 2
  rw [oneBody_hole ha, hM, Matrix.trace_neg, Matrix.trace_transpose, ht]
  simp [oneBody]

/-- The three Pauli matrices. -/
def pauli : Fin 3 → Matrix (Fin 2) (Fin 2) ℂ :=
  ![!![0, 1; 1, 0], !![0, -Complex.I; Complex.I, 0], !![1, 0; 0, -1]]

/-- The spin-orbit matrix `ζ L · S` on orbitals times spin one-half, with `S = σ / 2`. -/
def spinOrbit (ζ : ℝ) (L : Fin 3 → Matrix n n ℂ) : Matrix (n × Fin 2) (n × Fin 2) ℂ :=
  (ζ : ℂ) • ∑ k, L k ⊗ₖ ((1 / 2 : ℂ) • pauli k)

/-- The matrix `i σ_y` on spin, acting as the identity on the orbitals. -/
def spinFlip (n : Type*) [DecidableEq n] : Matrix (n × Fin 2) (n × Fin 2) ℂ :=
  (1 : Matrix n n ℂ) ⊗ₖ !![0, 1; -1, 0]

/-- Holes see reversed spin-orbit coupling: for antisymmetric orbital matrices `L k`, the
operator of `ζ L · S` is minus the same operator for the spin-flipped holes. -/
theorem spinOrbit_reversed {a : n × Fin 2 → A} (ha : IsCAR a) (ζ : ℝ)
    {L : Fin 3 → Matrix n n ℂ} (hL : ∀ k, (L k)ᵀ = -L k) :
    oneBody (spinOrbit ζ L) a = -oneBody (spinOrbit ζ L) (hole (spinFlip n) a) := by
  have hY : spinFlip n * (spinFlip n)ᴴ = 1 := by
    have h1 : (!![0, 1; -1, 0] : Matrix (Fin 2) (Fin 2) ℂ) * !![0, 1; -1, 0]ᴴ = 1 := by
      ext i j
      fin_cases i <;> fin_cases j <;> simp [Matrix.mul_apply, Fin.sum_univ_two]
    rw [spinFlip, Matrix.conjTranspose_kronecker, ← Matrix.mul_kronecker_mul, h1,
      Matrix.conjTranspose_one, mul_one, Matrix.one_kronecker_one]
  -- orbital and spin factors both change sign
  have hk : ∀ k, spinFlip n * (L k ⊗ₖ ((1 / 2 : ℂ) • pauli k))ᵀ * (spinFlip n)ᴴ
      = L k ⊗ₖ ((1 / 2 : ℂ) • pauli k) := fun k => by
    have hS : !![0, 1; -1, 0] * ((1 / 2 : ℂ) • pauli k)ᵀ * !![0, 1; -1, 0]ᴴ
        = -((1 / 2 : ℂ) • pauli k) := by
      ext i j
      simp only [Matrix.mul_apply, Fin.sum_univ_two, Matrix.transpose_apply,
        Matrix.conjTranspose_apply]
      fin_cases k <;> fin_cases i <;> fin_cases j <;> simp [pauli]
    have hT : (L k ⊗ₖ ((1 / 2 : ℂ) • pauli k))ᵀ
        = (L k)ᵀ ⊗ₖ ((1 / 2 : ℂ) • pauli k)ᵀ := by ext i j; rfl
    rw [hT, spinFlip, Matrix.conjTranspose_kronecker, ← Matrix.mul_kronecker_mul,
      ← Matrix.mul_kronecker_mul, hS, hL, Matrix.conjTranspose_one, one_mul, mul_one]
    ext i j
    simp only [Matrix.kroneckerMap_apply, Matrix.neg_apply, neg_mul_neg]
  have hh : spinFlip n * (spinOrbit ζ L)ᵀ * (spinFlip n)ᴴ = spinOrbit ζ L := by
    simp only [spinOrbit, Matrix.transpose_smul, Matrix.transpose_sum, Matrix.mul_smul,
      Matrix.smul_mul, Finset.mul_sum, Finset.sum_mul, hk]
  have ht : (spinOrbit ζ L).trace = 0 := by
    have hp : ∀ k, (pauli k).trace = 0 := fun k => by
      fin_cases k <;> simp [pauli, Matrix.trace_fin_two]
    simp only [spinOrbit, Matrix.trace_smul, Matrix.trace_sum, Matrix.trace_kronecker, hp,
      smul_zero, mul_zero, Finset.sum_const_zero]
  rw [(particle_hole ha hY hh).2, ht, zero_smul, zero_sub]

/-- The orbital angular momentum matrices of a p shell in the real orbitals x, y, z. -/
def pShell : Fin 3 → Matrix (Fin 3) (Fin 3) ℂ :=
  ![!![0, 0, 0; 0, 0, -Complex.I; 0, Complex.I, 0],
    !![0, 0, Complex.I; 0, 0, 0; -Complex.I, 0, 0],
    !![0, -Complex.I, 0; Complex.I, 0, 0; 0, 0, 0]]

/-- The p-shell matrices are antisymmetric and satisfy `[L_x, L_y] = i L_z`. -/
theorem pShell_witness : (∀ k, (pShell k)ᵀ = -pShell k) ∧
    pShell 0 * pShell 1 - pShell 1 * pShell 0 = Complex.I • pShell 2 := by
  constructor
  · intro k
    ext i j
    fin_cases k <;> fin_cases i <;> fin_cases j <;> simp [pShell]
  · ext i j
    fin_cases i <;> fin_cases j <;> simp [pShell]

/-- Annihilation matrices of two fermion modes on their four-dimensional Fock space. -/
def twoModes : Fin 2 → Matrix (Fin 4) (Fin 4) ℂ :=
  ![!![0, 0, 1, 0; 0, 0, 0, 1; 0, 0, 0, 0; 0, 0, 0, 0],
    !![0, 1, 0, 0; 0, 0, 0, 0; 0, 0, 0, -1; 0, 0, 0, 0]]

/-- The two-mode matrices obey the canonical anticommutation relations. -/
theorem isCAR_witness : IsCAR twoModes := by
  constructor <;> intro p q <;> ext i j <;>
    simp only [Matrix.add_apply, Matrix.mul_apply, Fin.sum_univ_four,
      Matrix.star_eq_conjTranspose, Matrix.conjTranspose_apply] <;>
    fin_cases p <;> fin_cases q <;> fin_cases i <;> fin_cases j <;>
    simp [twoModes]

end

end HoleSpinOrbit
```

```lean
#print axioms HoleSpinOrbit.particle_hole_odd
#print axioms HoleSpinOrbit.spinOrbit_reversed
```

```
'HoleSpinOrbit.particle_hole_odd' depends on axioms: [propext, Classical.choice, Quot.sound]
'HoleSpinOrbit.spinOrbit_reversed' depends on axioms: [propext, Classical.choice, Quot.sound]
```

The proof follows the calculation above. `anticomm_sum` expands the anticommutator of two linear combinations into a double sum. `isCAR_hole` applies it twice. For two hole annihilators it uses the adjoint of `anti`; for the mixed relation, the Kronecker delta reduces the double sum to a single one, which is an entry of Y Yᴴ.

`normal_order` is the reordering step, giving the trace and the minus sign for any matrix M. `oneBody_hole` inserts the hole operators: its local fact `entry` writes out the entries of Yᴴ h Y, and `sum_swap` exchanges the pairs of summation indices. This formula holds for every h and Y, unitary or not.

`pull_back` turns the condition on h into Yᴴ h Y = hᵀ. It uses Yᴴ Y = 1, which `mul_eq_one_comm` derives from the assumed Y Yᴴ = 1 for finite square matrices. `particle_hole` then substitutes and rearranges. In `particle_hole_odd`, the vanishing trace is derived separately, from the trace being equal to its own negative.

For `spinOrbit_reversed`, `hS` checks the sign change of the spin matrices entry by entry, and `hk` combines it with `hL` so that the two signs cancel in each Kronecker product. `hh` sums over the three components, `ht` shows that the trace is zero, and `particle_hole` gives the result.

Two concrete examples complete the file. `pShell_witness` checks that the p-shell matrices are antisymmetric and satisfy [L_x, L_y] = i L_z, and `isCAR_witness` checks the anticommutation relations for explicit 4×4 matrices of two modes. Both go through the matrix entries case by case. Two modes are one orbital with spin, where an antisymmetric L_k is zero; the six-mode Fock space of a full p shell is not constructed.
